# Scattered intensity is unchanged when atoms move by cell vectors whose phases are multiples of 2π

Finitely many atoms, with fixed complex scattering lengths `f j` and positions `x j` in a real inner product space, scatter at wavevector `q` with intensity |∑ⱼ fⱼ exp(i⟨q, xⱼ⟩)|², not divided by the number of atoms. The theorem `intensity_translate` takes a finite family of cell vectors whose inner products with `q` are all integer multiples of 2π. It states that the intensity stays the same when each atom is moved by an integer combination of these vectors, which may differ from atom to atom. The proof compares the two sums term by term: each move changes the atom's phase by an integer multiple of 2π, and the periodicity of the complex exponential removes the change.

As first written in Lean, the proof fails:

```lean
import Mathlib

open scoped Real ComplexConjugate

namespace IntensityTranslate

noncomputable section

variable {ι κ E : Type*} [NormedAddCommGroup E] [InnerProductSpace ℝ E]

/-- The amplitude scattered by the atoms of a finite set `s`, with scattering lengths `f`
and phases `θ`. -/
def amplitude (f : ι → ℂ) (s : Finset ι) (θ : ι → ℝ) : ℂ :=
  ∑ j ∈ s, f j * Complex.exp ((θ j : ℂ) * Complex.I)

/-- The intensity scattered at wavevector `q` by atoms at positions `x`: the squared modulus
of the total amplitude with phases `⟨q, x j⟩`. -/
def intensity [Fintype ι] (f : ι → ℂ) (q : E) (x : ι → E) : ℝ :=
  ‖amplitude f Finset.univ (fun j => inner ℝ q (x j))‖ ^ 2

/-- If `⟨q, cell k⟩` is an integer multiple of `2π` for every cell vector, then moving each atom
by its own integer combination of cell vectors leaves the intensity unchanged. -/
theorem intensity_translate [Fintype ι] [Fintype κ] (f : ι → ℂ) (q : E) (cell : κ → E)
    (hq : ∀ k, ∃ m : ℤ, inner ℝ q (cell k) = 2 * π * m) (x : ι → E) (n : ι → κ → ℤ) :
    intensity f q (fun j => x j + ∑ k, (n j k : ℝ) • cell k) = intensity f q x := by
  choose m hm using hq
  unfold intensity amplitude
  congr 2
  apply Finset.sum_congr rfl
  intro j _
  obtain ⟨M, hM⟩ : ∃ M : ℤ, inner ℝ q (x j + ∑ k, (n j k : ℝ) • cell k) =
      inner ℝ q (x j) + (M : ℝ) * (2 * π) := by
    refine ⟨∑ k, n j k * m k, ?_⟩
    rw [inner_add_right, inner_sum]
    simp only [real_inner_smul_right, hm]
    push_cast
    rw [Finset.sum_mul]
    congr 1
    apply Finset.sum_congr rfl
    intro k _
    ring
  have hper := Complex.exp_periodic.int_mul M (((inner ℝ q (x j) : ℝ) : ℂ) * Complex.I)
  rw [hM, ← hper]
  congr 2
  push_cast
  ring

end

end IntensityTranslate
```

The error:

```
Main.lean:43:6: error: Tactic `rewrite` failed: Did not find an occurrence of the pattern
  inner ℝ q (x j + ∑ k, ↑(n j k) • cell k)
in the target expression
  f j * Complex.exp (↑((fun j => inner ℝ q ((fun j => x j + ∑ k, ↑(n j k) • cell k) j)) j) * Complex.I) =
    f j * Complex.exp (↑((fun j => inner ℝ q (x j)) j) * Complex.I)

case e_a
ι : Type u_1
κ : Type u_2
E : Type u_3
inst✝³ : NormedAddCommGroup E
inst✝² : InnerProductSpace ℝ E
inst✝¹ : Fintype ι
inst✝ : Fintype κ
f : ι → ℂ
q : E
cell : κ → E
x : ι → E
n : ι → κ → ℤ
m : κ → ℤ
hm : ∀ (k : κ), inner ℝ q (cell k) = 2 * π * ↑(m k)
j : ι
a✝ : j ∈ Finset.univ
M : ℤ
hM : inner ℝ q (x j + ∑ k, ↑(n j k) • cell k) = inner ℝ q (x j) + ↑M * (2 * π)
hper :
  Complex.exp (↑(inner ℝ q (x j)) * Complex.I + ↑M * (2 * ↑π * Complex.I)) =
    Complex.exp (↑(inner ℝ q (x j)) * Complex.I)
⊢ f j * Complex.exp (↑((fun j => inner ℝ q ((fun j => x j + ∑ k, ↑(n j k) • cell k) j)) j) * Complex.I) =
    f j * Complex.exp (↑((fun j => inner ℝ q (x j)) j) * Complex.I)
```

What went wrong. The error is at `rw [hM, ← hper]`. The left side of `hM` is the phase of the moved atom `j`, and `rw` finds no occurrence of it in the goal.

The phase is there, but in unevaluated form. `intensity` passes the phases to `amplitude` as a function, and the theorem passes the moved positions as another. After `unfold` and `congr`, the goal still has these functions applied to `j`, as in `(fun j => inner ℝ q (...)) j`. `rw` looks for a subterm that is visibly an `inner` applied to arguments. The whole phase is instead a `fun` applied to `j`, and the `inner` inside it concerns the function's own bound variable, not the fixed atom `j`, so it cannot match either.

The added line `beta_reduce` evaluates these applications. The phase on the left becomes `inner ℝ q (x j + ∑ k, ↑(n j k) • cell k)`, exactly the left side of `hM`, and the rewrite goes through. The phase on the right likewise becomes `inner ℝ q (x j)`, the form in which it appears in `hper`. The rest of the proof is unchanged.

This version goes through:

```diff
@@ -41,4 +41,5 @@
     ring
   have hper := Complex.exp_periodic.int_mul M (((inner ℝ q (x j) : ℝ) : ℂ) * Complex.I)
+  beta_reduce
   rw [hM, ← hper]
   congr 2
```
